# An even one-dimensional Bloch band carries no equilibrium current on a flux-free ring

## Dropping the equilibrium term

In a Boltzmann calculation of a band current, one writes the occupation as $f+\delta f$, where the equilibrium part $f$ depends on energy only, and keeps only $\delta f$ in the velocity sum. For independent electrons in one even, differentiable, one-dimensional band, the discarded term is exactly zero on a finite uniform momentum grid that covers the Brillouin zone once and contains $k=0$, not just in the limit of a fine grid.

## Band, grid and current

Let $E(k)$ be the band energy and $v(k)=E'(k)$ the group velocity, with $\hbar$ and the lattice constant set to 1. Assume
$$E(-k)=E(k),\qquad E(k+2\pi)=E(k).$$
Evenness stands for time-reversal symmetry of a spinless band; inversion symmetry also gives it. The occupation $f$ is any real function of energy, such as a Fermi function at any temperature.

On a ring of $N\ge 1$ cells, let $\theta$ be the phase that a magnetic flux adds to one trip around the ring. The allowed momenta and the current are
$$k_j(\theta)=\frac{2\pi j+\theta}{N},\qquad J_N(\theta)=\sum_{j=0}^{N-1}v(k_j(\theta))\,f(E(k_j(\theta))).$$
The claims are $v(0)=v(\pi)=0$ and $J_N(0)=0$. In addition $J_N(\pi)=0$, which is the antiperiodic ring, or a grid shifted by half a spacing.

## Pairing $k$ with $-k$

Differentiating the two symmetries gives $-v(-k)=v(k)$ and $v(k+2\pi)=v(k)$. Hence $v(0)=-v(0)$, so $v(0)=0$. Also $v(\pi)=v(-\pi)=-v(\pi)$, so $v(\pi)=0$.

Raising the flux phase by $2\pi$ relabels the grid: $k_j(\theta+2\pi)=k_{j+1}(\theta)$. The last momentum is $k_N(\theta)=k_0(\theta)+2\pi$, which contributes the same as $k_0(\theta)$. Therefore $J_N(\theta+2\pi)=J_N(\theta)$.

Now reverse the order of summation:
$$k_{N-1-j}(\theta+2\pi)=\frac{2\pi(N-j)+\theta}{N}=2\pi-k_j(-\theta).$$
At this point the energy equals that at $k_j(-\theta)$ and the velocity is opposite. Summing over $j$ gives $J_N(\theta+2\pi)=-J_N(-\theta)$, so $J_N(-\theta)=-J_N(\theta)$.

At $\theta=0$ this reads $J_N(0)=-J_N(0)$, so the current vanishes. At $\theta=\pi$, periodicity gives $J_N(\pi)=J_N(-\pi)=-J_N(\pi)$, again zero.

## Three cells by hand

Take $E=-2\cos k$, $v=2\sin k$ and $N=3$. The momenta $0,\ 2\pi/3,\ 4\pi/3$ have energies $-2,1,1$ and velocities $0,\sqrt3,-\sqrt3$. The sum is $0\cdot f(-2)+\sqrt3 f(1)-\sqrt3 f(1)=0$.

## A band that is not even

Take $E=-2\cos(k+\pi/4)$ and $N=2$. At $k=0$ and $k=\pi$ the energies are $-\sqrt2,\sqrt2$ and the velocities $\sqrt2,-\sqrt2$. Filling only the lower state gives the sum $\sqrt2$. These are the values of the even cosine band at $\theta=\pi/2$: the flux has broken time reversal. This is a finite-size effect: for the shifted band and any continuous $f$, the current per cell $J_N(0)/N$ tends to zero as $N$ grows, because $v(k)f(E(k))$ is the derivative of a periodic function of $k$ and so integrates to zero over the zone.

## Reading the Lean statement

`IsEvenBand E v` collects the hypotheses. Its field `velocity` says that `E` has derivative `v k` at every `k`, which excludes bands with kinks, for example at crossings where bands are sorted by energy. `ringMomentum` and `ringCurrent` are $k_j(\theta)$ and $J_N(\theta)$, without charge, spin or $1/N$ factors. The main theorem, `no_equilibrium_current`, writes out the sum at $\theta=0$ and also admits `N = 0`, where it is empty. Interactions and higher dimensions are not treated.

```lean
import Mathlib

open Real Finset

namespace BlochEquilibriumCurrent

noncomputable section

/-- A differentiable Bloch band `E` with group velocity `v = dE/dk`, even in the crystal
momentum and periodic over the Brillouin zone (units with `ħ = 1` and lattice constant 1). -/
structure IsEvenBand (E v : ℝ → ℝ) : Prop where
  velocity : ∀ k, HasDerivAt E (v k) k
  even : ∀ k, E (-k) = E k
  periodic : ∀ k, E (k + 2 * π) = E k

/-- The `j`-th allowed crystal momentum on a ring of `N ≥ 1` cells threaded by a flux
phase `θ`. -/
def ringMomentum (N : ℕ) (θ : ℝ) (j : ℕ) : ℝ := (2 * π * j + θ) / N

/-- The current on a ring of `N ≥ 1` cells with flux phase `θ`: the sum of the group velocities
weighted by an occupation `f` that depends on energy only. For `N = 0` the sum is empty. -/
def ringCurrent (E v f : ℝ → ℝ) (N : ℕ) (θ : ℝ) : ℝ :=
  ∑ j ∈ range N, v (ringMomentum N θ j) * f (E (ringMomentum N θ j))

/-- The nearest-neighbour tight-binding band with hopping amplitude `t`. -/
def hoppingBand (t k : ℝ) : ℝ := -2 * t * cos k

/-- The group velocity of the nearest-neighbour tight-binding band. -/
def hoppingVelocity (t k : ℝ) : ℝ := 2 * t * sin k

/-- The tight-binding band and its group velocity form an even, periodic Bloch band. -/
theorem hoppingBand_witness (t : ℝ) : IsEvenBand (hoppingBand t) (hoppingVelocity t) where
  velocity k := by
    have h := (Real.hasDerivAt_cos k).const_mul (-2 * t)
    have e : -2 * t * -sin k = hoppingVelocity t k := by
      simp only [hoppingVelocity]
      ring
    rw [e] at h
    exact h
  even k := by simp only [hoppingBand, Real.cos_neg]
  periodic k := by simp only [hoppingBand, Real.cos_add_two_pi]

/-- The group velocity of an even band is odd in the crystal momentum. -/
theorem velocity_odd {E v : ℝ → ℝ} (h : IsEvenBand E v) (k : ℝ) : v (-k) = -v k := by
  have hn : HasDerivAt (fun x : ℝ => -x) (-1) k := hasDerivAt_neg k
  have h1 : HasDerivAt (fun x => E (-x)) (v (-k) * (-1)) k :=
    HasDerivAt.comp k (h.velocity (-k)) hn
  have h2 : (fun x => E (-x)) = E := funext h.even
  rw [h2] at h1
  have h3 := h1.unique (h.velocity k)
  linarith

/-- The group velocity is periodic over the Brillouin zone. -/
theorem velocity_periodic {E v : ℝ → ℝ} (h : IsEvenBand E v) (k : ℝ) :
    v (k + 2 * π) = v k := by
  have h1 : HasDerivAt (fun x => E (x + 2 * π)) (v (k + 2 * π)) k :=
    HasDerivAt.comp_add_const k (2 * π) (h.velocity (k + 2 * π))
  have h2 : (fun x => E (x + 2 * π)) = E := funext h.periodic
  rw [h2] at h1
  exact h1.unique (h.velocity k)

/-- The group velocity vanishes at the zone centre and at the zone boundary. -/
theorem velocity_zero {E v : ℝ → ℝ} (h : IsEvenBand E v) : v 0 = 0 ∧ v π = 0 := by
  have h0 := velocity_odd h 0
  have h1 := velocity_odd h π
  have h2 := velocity_periodic h (-π)
  rw [neg_zero] at h0
  rw [show -π + 2 * π = π by ring] at h2
  constructor <;> linarith

/-- The ring current is unchanged when the flux phase grows by `2π`. -/
theorem current_flux_periodic {E v : ℝ → ℝ} (h : IsEvenBand E v) (f : ℝ → ℝ) (N : ℕ)
    (θ : ℝ) : ringCurrent E v f N (θ + 2 * π) = ringCurrent E v f N θ := by
  rcases Nat.eq_zero_or_pos N with h0 | hpos
  · subst h0
    simp [ringCurrent]
  have hN : (N : ℝ) ≠ 0 := Nat.cast_ne_zero.mpr (by omega)
  -- the extra flux quantum moves each momentum to the next one
  have hshift : ∀ j, ringMomentum N (θ + 2 * π) j = ringMomentum N θ (j + 1) := by
    intro j
    simp only [ringMomentum]
    push_cast
    ring
  -- and the last one re-enters the zone as the first
  have hend : ringMomentum N θ N = ringMomentum N θ 0 + 2 * π := by
    simp only [ringMomentum]
    rw [div_add' _ _ _ hN]
    congr 1
    push_cast
    ring
  have h1 := Finset.sum_range_succ
    (fun j => v (ringMomentum N θ j) * f (E (ringMomentum N θ j))) N
  have h2 := Finset.sum_range_succ'
    (fun j => v (ringMomentum N θ j) * f (E (ringMomentum N θ j))) N
  simp only [hend, velocity_periodic h, h.periodic] at h1
  simp only [ringCurrent, hshift]
  linarith

/-- Reversing the flux reverses the ring current. -/
theorem current_neg_flux {E v : ℝ → ℝ} (h : IsEvenBand E v) (f : ℝ → ℝ) (N : ℕ)
    (θ : ℝ) : ringCurrent E v f N (-θ) = -ringCurrent E v f N θ := by
  have hr : ∑ j ∈ range N, v (ringMomentum N (θ + 2 * π) (N - 1 - j)) *
      f (E (ringMomentum N (θ + 2 * π) (N - 1 - j))) = ringCurrent E v f N (θ + 2 * π) :=
    Finset.sum_range_reflect (fun j => v (ringMomentum N (θ + 2 * π) j) *
      f (E (ringMomentum N (θ + 2 * π) j))) N
  rw [← current_flux_periodic h f N θ, ← hr, ringCurrent, ← Finset.sum_neg_distrib]
  apply Finset.sum_congr rfl
  intro j hj
  have hj' : j < N := Finset.mem_range.mp hj
  have hN : (N : ℝ) ≠ 0 := Nat.cast_ne_zero.mpr (by omega)
  have hc : ((N - 1 - j : ℕ) : ℝ) = (N : ℝ) - 1 - j := by
    rw [Nat.sub_sub, Nat.cast_sub (by omega)]
    push_cast
    ring
  -- the reflected grid point is the opposite momentum, up to a reciprocal lattice vector
  have key : ringMomentum N (θ + 2 * π) (N - 1 - j) = -ringMomentum N (-θ) j + 2 * π := by
    simp only [ringMomentum, hc]
    rw [← neg_div, div_add' _ _ _ hN]
    congr 1
    ring
  rw [key, velocity_periodic h, h.periodic, velocity_odd h, h.even]
  ring

/-- No equilibrium current: on the flux-free momentum grid of an even band, the group velocities
weighted by any function of the energy sum to zero. -/
theorem no_equilibrium_current {E v : ℝ → ℝ} (h : IsEvenBand E v) (f : ℝ → ℝ) (N : ℕ) :
    ∑ j ∈ range N, v (2 * π * j / N) * f (E (2 * π * j / N)) = 0 := by
  have h1 := current_neg_flux h f N 0
  rw [neg_zero] at h1
  have h2 : ringCurrent E v f N 0 = 0 := by linarith
  simpa only [ringCurrent, ringMomentum, add_zero] using h2

/-- The current also vanishes at flux phase `π`, that is, for antiperiodic boundary conditions. -/
theorem no_current_half_flux {E v : ℝ → ℝ} (h : IsEvenBand E v) (f : ℝ → ℝ) (N : ℕ) :
    ringCurrent E v f N π = 0 := by
  have h1 := current_neg_flux h f N π
  have h2 := current_flux_periodic h f N (-π)
  rw [show -π + 2 * π = π by ring] at h2
  linarith

/-- The current of the tight-binding band on two cells, at any flux phase. -/
theorem two_cell_current (t θ : ℝ) (f : ℝ → ℝ) :
    ringCurrent (hoppingBand t) (hoppingVelocity t) f 2 θ =
      2 * t * sin (θ / 2) * (f (-2 * t * cos (θ / 2)) - f (2 * t * cos (θ / 2))) := by
  have h0 : ringMomentum 2 θ 0 = θ / 2 := by
    simp [ringMomentum]
  have h1 : ringMomentum 2 θ 1 = θ / 2 + π := by
    simp only [ringMomentum]
    push_cast
    ring
  have e : -2 * t * -cos (θ / 2) = 2 * t * cos (θ / 2) := by ring
  rw [ringCurrent, Finset.sum_range_succ, Finset.sum_range_one, h0, h1]
  simp only [hoppingBand, hoppingVelocity, Real.sin_add_pi, Real.cos_add_pi]
  rw [e]
  ring

/-- For positive hopping, flux phase strictly between `0` and `π`, and an occupation strictly
decreasing in energy, the two-cell tight-binding ring carries a positive current. -/
theorem two_cell_current_pos {t θ : ℝ} {f : ℝ → ℝ} (ht : 0 < t) (h0 : 0 < θ) (h1 : θ < π)
    (hf : StrictAnti f) :
    0 < ringCurrent (hoppingBand t) (hoppingVelocity t) f 2 θ := by
  have hs : 0 < sin (θ / 2) := Real.sin_pos_of_pos_of_lt_pi (by linarith) (by linarith)
  have hc : 0 < cos (θ / 2) := Real.cos_pos_of_mem_Ioo ⟨by linarith, by linarith⟩
  have htc : 0 < t * cos (θ / 2) := mul_pos ht hc
  -- the right-moving state lies lower in energy and is therefore more occupied
  have hlt : f (2 * t * cos (θ / 2)) < f (-2 * t * cos (θ / 2)) := hf (by linarith)
  rw [two_cell_current]
  exact mul_pos (mul_pos (by linarith) hs) (sub_pos.mpr hlt)

end

end BlochEquilibriumCurrent
```

```lean
#print axioms BlochEquilibriumCurrent.velocity_zero
#print axioms BlochEquilibriumCurrent.no_equilibrium_current
#print axioms BlochEquilibriumCurrent.no_current_half_flux
#print axioms BlochEquilibriumCurrent.two_cell_current_pos
```

```
'BlochEquilibriumCurrent.velocity_zero' depends on axioms: [propext, Classical.choice, Quot.sound]
'BlochEquilibriumCurrent.no_equilibrium_current' depends on axioms: [propext, Classical.choice, Quot.sound]
'BlochEquilibriumCurrent.no_current_half_flux' depends on axioms: [propext, Classical.choice, Quot.sound]
'BlochEquilibriumCurrent.two_cell_current_pos' depends on axioms: [propext, Classical.choice, Quot.sound]
```

## How the proof follows the pairing

`velocity_odd` and `velocity_periodic` differentiate the symmetries by the chain rule, then use `unique`: a function has only one derivative at a point. `velocity_zero` combines them at $0$ and $\pi$.

`current_flux_periodic` splits the sum over $N+1$ momenta in two ways, removing the last term with `sum_range_succ` or the first with `sum_range_succ'`. Since `hend` makes those terms equal, the remaining sums agree.

`current_neg_flux` reverses the summation with `sum_range_reflect`; `key` is the displayed momentum identity. `no_equilibrium_current` and `no_current_half_flux` then set $\theta=0$ and $\theta=\pi$.

`hoppingBand_witness` checks that the cosine band $-2t\cos k$ satisfies the hypotheses. `two_cell_current` evaluates its two terms at $\theta/2$ and $\theta/2+\pi$:
$$J_2(\theta)=2t\sin\tfrac{\theta}{2}\left[f(-2t\cos\tfrac{\theta}{2})-f(2t\cos\tfrac{\theta}{2})\right].$$
`two_cell_current_pos` shows that this is positive for $t>0$, $0<\theta<\pi$ and strictly decreasing $f$, because the state with positive velocity lies lower and is more occupied.
